# Derivative of the Harris energy in a moving non-orthogonal basis with a fixed mean-field map

## Input density, output density and energy

Let $Q$ be the density matrix with which a mean-field calculation starts, and $P$ the density matrix of the occupied orbitals that come out of one diagonalisation. The basis functions have overlap matrix $S$, and $h$ is the one-electron matrix. A linear map $G$ turns a density matrix into its mean-field potential. The Fock matrix and the Harris energy are

$$F = h + G(Q), \qquad E = \operatorname{tr}(FP) - \tfrac12 \operatorname{tr}(Q\,G(Q)).$$

Each occupied spin orbital has weight one. If the columns of $C$ are the occupied orbitals, then $C^\dagger S C = 1$ and $P = CC^\dagger$, so $PSP = P$. A prime denotes the derivative with respect to a nuclear coordinate. The electronic part of the force is $-E'$; the repulsion between the nuclei, which is not included in $E$, adds its own term.

The name "Harris functional" usually refers to density-functional theory with a nonlinear exchange-correlation term. Here the interaction energy is quadratic in the density.

## What changes when an atom moves

The energy is evaluated without iterating to $Q = P$. When an atom moves, $h$, $S$, $Q$ and $P$ all change, and the force should not require the response $P'$, which is costly to compute. The first two conditions below remove it, and the third simplifies the terms that are left:

- $PSP = P$ along the path: occupations are zero or one, which excludes fractional smearing.
- $FPS = SPF$ at the point considered: $P$ is stationary for the Fock matrix built from $Q$, as it is when its orbitals solve $FC = SC\varepsilon$.
- $\operatorname{tr}(G(A)B) = \operatorname{tr}(A\,G(B))$: the interaction of density $A$ with density $B$ equals that of $B$ with $A$.

With $G$ itself independent of the coordinate, the result is

$$E' = \operatorname{tr}(h'P) + \operatorname{tr}(G(P-Q)\,Q') - \operatorname{tr}(PFP\,S').$$

The first term comes from the change of the matrix $h$. In a moving basis it holds the Hellmann–Feynman term together with part of the Pulay term, because $h'$ includes derivatives of the basis functions. The second is the non-self-consistency correction, which vanishes at $Q = P$. The third is the overlap part of the Pulay term; for orbitals with $FC = SC\varepsilon$, $PFP = C\varepsilon C^\dagger$ is the energy-weighted density matrix. In a fixed orthonormal basis $S = 1$ and the third term is absent.

The formula bears on geometry optimisation and molecular dynamics with densities that are not self-consistent, for a finite basis and a fixed linear interaction. It still needs $Q'$, which is at hand when $Q$ is an explicit function of the atomic positions. If $Q$ comes from an unfinished iteration, $Q'$ is itself a density response.

## Eliminating the density response

Differentiating $PSP = P$ gives

$$P' = P'SP + PS'P + PSP'.$$

Write $x = \operatorname{tr}(FPSP')$ and $w = \operatorname{tr}(PFPS')$. Multiply the constraint by $F$ and take the trace. The first term on the right is $\operatorname{tr}(FP'SP) = \operatorname{tr}(SPFP') = x$, by cyclicity and stationarity. The second is $w$ and the third is $x$, so

$$\operatorname{tr}(FP') = 2x + w.$$

Now multiply the constraint by $FPS$ instead. The left side is $x$. On the right:

- $\operatorname{tr}(FPS\,P'SP) = \operatorname{tr}(SP\,FPS\,P') = \operatorname{tr}(S\,PSP\,F P') = \operatorname{tr}(SPFP') = x$;
- $\operatorname{tr}(FPS\,PS'P) = \operatorname{tr}(FPS'P) = w$;
- $\operatorname{tr}(FPS\,PSP') = \operatorname{tr}(FPSP') = x$.

Hence $x = 2x + w$, so $x = -w$ and

$$\operatorname{tr}(FP') = -w = -\operatorname{tr}(PFP\,S').$$

## The product rule for the energy

Since $F' = h' + G(Q')$,

$$E' = \operatorname{tr}(h'P) + \operatorname{tr}(G(Q')P) + \operatorname{tr}(FP') - \tfrac12\left[\operatorname{tr}(Q'G(Q)) + \operatorname{tr}(Q\,G(Q'))\right].$$

Trace symmetry turns $\operatorname{tr}(G(Q')P)$ into $\operatorname{tr}(G(P)Q')$, and makes both terms in the bracket equal to $\operatorname{tr}(G(Q)Q')$. Subtracting half the bracket from $\operatorname{tr}(G(P)Q')$ leaves $\operatorname{tr}(G(P-Q)Q')$. Inserting the value of $\operatorname{tr}(FP')$ gives the formula.

The same symmetry compares $E$ with the mean-field functional $E_{\rm mf}(P) = \operatorname{tr}(hP) + \frac12\operatorname{tr}(P\,G(P))$:

$$E_{\rm mf}(P) - E = \tfrac12\operatorname{tr}(PG(P)) - \operatorname{tr}(G(Q)P) + \tfrac12\operatorname{tr}(QG(Q)) = \tfrac12\operatorname{tr}\big((P-Q)\,G(P-Q)\big).$$

The energy difference is quadratic in $P - Q$, whereas the force correction is linear in it.

## A dimer with numbers

Take two equivalent sites with overlap $s$. Let $h$ have diagonal entries $a$ and off-diagonal entries $b$, let $Q = q\,1$, and let $G$ keep the diagonal of a matrix and multiply it by $U$. The bonding density $P$ has all four entries equal to $p = 1/(2(1+s))$. It can be read as one spin channel of a closed-shell dimer, with $G$ the repulsion from the other spin and $E$ half the electronic energy.

In arbitrary units let $a = 0$, $b = -2$, $U = 2$, $q = 1/2$ and $s = 1/4$, so $p = 2/5$. Let $a' = 0$, $b' = 1$, $q' = 1$ and $s' = -1/2$. The value of $q'$ is chosen to test the algebra: it changes the electron number $\operatorname{tr}(QS) = 2q$ of the input density, which a physical motion would conserve. The three terms are

- $\operatorname{tr}(h'P) = 2pb' = 0.8$;
- $\operatorname{tr}(G(P-Q)Q') = 2U(p-q)q' = -0.4$;
- $-\operatorname{tr}(PFP\,S') = -4p^2(a+b+Uq)s' = -0.32$.

Their sum is $0.08$. Directly, $E = (a+b+Uq)/(1+s) - Uq^2$, whose derivative is $2.4 - 0.32 - 2 = 0.08$.

## Why idempotency is needed along the path

A mistake that comes readily is to require $PSP = P$ only at the point of differentiation, as is done for stationarity. Take one basis function with $S = h = 1$, $G = 0$, $Q = 0$ and $P(t) = 1 + t$. At $t = 0$ both algebraic conditions hold, but $E = 1 + t$ has derivative $1$, while the formula gives $0$. The constraint has to be differentiated, so one point is too little.

## The statement in Lean

The main theorem is `harris_force`. The finite type `n` labels the basis functions, and `h`, `Q`, `P`, `S` are functions from the real coordinate to complex square matrices. The primed letters are single matrices, the derivatives at `t`. A hypothesis such as `HasDerivAt P P' t` says that `P` is differentiable at `t` with derivative `P'`. This is assumed; it is not deduced from an orbital energy gap.

The hypothesis `hid` is $PSP = P$ at every coordinate, `hc` is stationarity at `t`, and `hG` is trace symmetry. The map `G` is declared real-linear, but trace symmetry over all complex matrices makes it complex-linear, so entrywise complex conjugation is excluded. Hermiticity is not assumed, and the energy is a complex number; it is real when $h$, $Q$ and $P$ are Hermitian and $G$ preserves Hermiticity. Nor must $P$ contain the lowest orbitals: any stationary choice is allowed.

Two names need care. `scfEnergy` is the functional $E_{\rm mf}$ at any density, self-consistent or not. The letter `s` is a running coordinate in the force theorems and the overlap in `harris_force_witness`.

One step to a real molecule that the hypotheses leave open is the motion of $G$. With atom-centred functions the two-electron integrals depend on the geometry, and their derivatives add further terms to the force.

```lean
import Mathlib

open Matrix
open scoped Matrix.Norms.Operator

namespace HarrisForce

noncomputable section

variable {n : Type*} [Fintype n] [DecidableEq n]

/-- The mean-field map `G` is trace-symmetric: `tr(G(A) B) = tr(A G(B))`. -/
def TraceSymmetric (G : Matrix n n ℂ →ₗ[ℝ] Matrix n n ℂ) : Prop :=
  ∀ A B, trace (G A * B) = trace (A * G B)

/-- The Fock matrix `F = h + G(Q)` built from the input density `Q`. -/
def fock (h : Matrix n n ℂ) (G : Matrix n n ℂ →ₗ[ℝ] Matrix n n ℂ) (Q : Matrix n n ℂ) :
    Matrix n n ℂ := h + G Q

/-- The Harris energy `tr(F P) - tr(Q G(Q))/2` of input density `Q` and output density `P`. -/
def harrisEnergy (h : Matrix n n ℂ) (G : Matrix n n ℂ →ₗ[ℝ] Matrix n n ℂ)
    (Q P : Matrix n n ℂ) : ℂ := trace (fock h G Q * P) - trace (Q * G Q) / 2

/-- The mean-field energy functional `tr(h P) + tr(P G(P))/2` of a single density `P`. -/
def scfEnergy (h : Matrix n n ℂ) (G : Matrix n n ℂ →ₗ[ℝ] Matrix n n ℂ)
    (P : Matrix n n ℂ) : ℂ := trace (h * P) + trace (P * G P) / 2

/-- For trace-symmetric `G`, the mean-field functional at the output density differs from the
Harris energy by a term quadratic in the density error `P - Q`. -/
theorem scfEnergy_sub_harrisEnergy (h : Matrix n n ℂ)
    (G : Matrix n n ℂ →ₗ[ℝ] Matrix n n ℂ) (hG : TraceSymmetric G) (Q P : Matrix n n ℂ) :
    scfEnergy h G P - harrisEnergy h G Q P = trace ((P - Q) * G (P - Q)) / 2 := by
  simp only [scfEnergy, harrisEnergy, fock, map_sub, add_mul, sub_mul, mul_sub,
    trace_add, trace_sub]
  linear_combination (-1 / 2 : ℂ) * hG Q P - (1 / 2 : ℂ) * trace_mul_comm (G Q) P

omit [DecidableEq n] in
/-- A fixed linear map can be applied to a derivative of a matrix path. -/
theorem hasDerivAt_linear {V : Type*} [NormedAddCommGroup V] [NormedSpace ℝ V]
    (L : Matrix n n ℂ →ₗ[ℝ] V) {A : ℝ → Matrix n n ℂ} {A' : Matrix n n ℂ} {t : ℝ}
    (hA : HasDerivAt A A' t) : HasDerivAt (fun s => L (A s)) (L A') t :=
  (LinearMap.toContinuousLinearMap L).hasFDerivAt.comp_hasDerivAt t hA

/-- If `P S P = P`, `F P S = S P F`, and `P'`, `S'` obey the differentiated idempotency
condition, the density response enters only through the overlap: `tr(F P') = -tr(P F P S')`. -/
theorem trace_fock_response {F P S P' S' : Matrix n n ℂ} (hid : P * S * P = P)
    (hc : F * P * S = S * P * F) (hd : P' = P' * S * P + P * S' * P + P * S * P') :
    trace (F * P') = -trace (P * F * P * S') := by
  -- trace the differentiated constraint against F and against F P S
  have h1 := congrArg (fun M => trace (F * M)) hd
  have h2 := congrArg (fun M => trace (F * P * S * M)) hd
  simp only [mul_add, trace_add] at h1 h2
  have a : trace (F * (P' * S * P)) = trace (F * P * S * P') := by
    calc trace (F * (P' * S * P)) = trace ((F * P') * (S * P)) := by
          congr 1; noncomm_ring
      _ = trace ((S * P) * (F * P')) := trace_mul_comm _ _
      _ = trace (S * P * F * P') := by congr 1; noncomm_ring
      _ = trace (F * P * S * P') := by rw [hc]
  have b : trace (F * (P * S' * P)) = trace (P * F * P * S') := by
    calc trace (F * (P * S' * P)) = trace ((F * P * S') * P) := by
          congr 1; noncomm_ring
      _ = trace (P * (F * P * S')) := trace_mul_comm _ _
      _ = trace (P * F * P * S') := by congr 1; noncomm_ring
  have c : F * (P * S * P') = F * P * S * P' := by noncomm_ring
  have k : F * P * S * P = F * P := by
    calc F * P * S * P = F * (P * S * P) := by noncomm_ring
      _ = F * P := by rw [hid]
  have d : trace (F * P * S * (P' * S * P)) = trace (F * P * S * P') := by
    calc trace (F * P * S * (P' * S * P)) = trace ((F * P * S * P') * (S * P)) := by
          congr 1; noncomm_ring
      _ = trace ((S * P) * (F * P * S * P')) := trace_mul_comm _ _
      _ = trace (S * (P * S * P) * F * P') := by rw [hc]; congr 1; noncomm_ring
      _ = trace (F * P * S * P') := by rw [hid, hc]
  have e : F * P * S * (P * S' * P) = F * (P * S' * P) := by
    calc F * P * S * (P * S' * P) = (F * P * S * P) * S' * P := by noncomm_ring
      _ = F * (P * S' * P) := by rw [k]; noncomm_ring
  have f : F * P * S * (P * S * P') = F * P * S * P' := by
    calc F * P * S * (P * S * P') = (F * P * S * P) * S * P' := by noncomm_ring
      _ = F * P * S * P' := by rw [k]
  rw [a, b, c] at h1
  rw [d, e, b, f] at h2
  linear_combination h1 - 2 * h2

variable {h Q P S : ℝ → Matrix n n ℂ} {h' Q' P' S' : Matrix n n ℂ} {t : ℝ}
  {G : Matrix n n ℂ →ₗ[ℝ] Matrix n n ℂ}

/-- Derivative of the Harris energy in a moving non-orthogonal basis, for fixed trace-symmetric `G`,
differentiable `h, Q, P, S`, `P S P = P` along the path and `F P S = S P F` at the point: a
one-electron term, a non-self-consistency correction and an overlap term. -/
theorem harris_force (hG : TraceSymmetric G) (hh : HasDerivAt h h' t)
    (hQ : HasDerivAt Q Q' t) (hP : HasDerivAt P P' t) (hS : HasDerivAt S S' t)
    (hid : ∀ s, P s * S s * P s = P s)
    (hc : fock (h t) G (Q t) * P t * S t = S t * P t * fock (h t) G (Q t)) :
    HasDerivAt (fun s => harrisEnergy (h s) G (Q s) (P s))
      (trace (h' * P t) + trace (G (P t - Q t) * Q')
        - trace (P t * fock (h t) G (Q t) * P t * S')) t := by
  -- differentiate the idempotency constraint
  have hd : P' = P' * S t * P t + P t * S' * P t + P t * S t * P' := by
    have h1 := (hP.fun_mul hS).fun_mul hP
    rw [show (fun s => P s * S s * P s) = P from funext hid] at h1
    rw [← add_mul]
    exact hP.unique h1
  have r := trace_fock_response (hid t) hc hd
  -- product rule for the energy
  have hF := hh.fun_add (hasDerivAt_linear G hQ)
  have hE := (hasDerivAt_linear (traceLinearMap n ℝ ℂ) (hF.fun_mul hP)).fun_sub
    ((hasDerivAt_linear (traceLinearMap n ℝ ℂ)
      (hQ.fun_mul (hasDerivAt_linear G hQ))).div_const 2)
  refine hE.congr_deriv ?_
  simp only [traceLinearMap_apply, fock, add_mul, mul_add, sub_mul, map_sub,
    trace_add, trace_sub] at r ⊢
  linear_combination r + hG Q' (P t) + trace_mul_comm Q' (G (P t))
    - (1 / 2 : ℂ) * trace_mul_comm Q' (G (Q t)) + (1 / 2 : ℂ) * hG (Q t) Q'

/-- In a fixed orthonormal basis, with differentiable `h, Q, P`, `P² = P` along the path,
`F P = P F` at the point and `G` fixed and trace-symmetric, the derivative of the Harris energy is
`tr(h' P) + tr(G(P - Q) Q')`. -/
theorem harris_force_orthonormal (hG : TraceSymmetric G) (hh : HasDerivAt h h' t)
    (hQ : HasDerivAt Q Q' t) (hP : HasDerivAt P P' t) (hid : ∀ s, P s * P s = P s)
    (hc : fock (h t) G (Q t) * P t = P t * fock (h t) G (Q t)) :
    HasDerivAt (fun s => harrisEnergy (h s) G (Q s) (P s))
      (trace (h' * P t) + trace (G (P t - Q t) * Q')) t := by
  have key := harris_force hG hh hQ hP (hasDerivAt_const t (1 : Matrix n n ℂ))
    (fun s => by rw [mul_one, hid s]) (by rw [mul_one, one_mul, hc])
  rwa [mul_zero, trace_zero, sub_zero] at key

/-- Under the hypotheses of `harris_force`, if input and output densities also agree at the point,
`Q = P`, the correction vanishes and the one-electron and overlap terms remain. -/
theorem harris_force_selfConsistent (hG : TraceSymmetric G) (hh : HasDerivAt h h' t)
    (hQ : HasDerivAt Q Q' t) (hP : HasDerivAt P P' t) (hS : HasDerivAt S S' t)
    (hid : ∀ s, P s * S s * P s = P s)
    (hc : fock (h t) G (Q t) * P t * S t = S t * P t * fock (h t) G (Q t))
    (hsc : Q t = P t) :
    HasDerivAt (fun s => harrisEnergy (h s) G (Q s) (P s))
      (trace (h' * P t) - trace (P t * fock (h t) G (P t) * P t * S')) t := by
  have key := harris_force hG hh hQ hP hS hid hc
  rwa [hsc, sub_self, map_zero, zero_mul, trace_zero, add_zero] at key

/-- The on-site mean-field map on two sites: it multiplies the diagonal entries by `U` and sets the
off-diagonal entries to zero. -/
def onSite (U : ℝ) : Matrix (Fin 2) (Fin 2) ℂ →ₗ[ℝ] Matrix (Fin 2) (Fin 2) ℂ where
  toFun A := !![(U : ℂ) * A 0 0, 0; 0, (U : ℂ) * A 1 1]
  map_add' A B := by
    ext i j
    fin_cases i <;> fin_cases j <;> simp [mul_add]
  map_smul' c A := by
    ext i j
    fin_cases i <;> fin_cases j <;> simp [mul_left_comm]

/-- The symmetric 2 × 2 matrix with diagonal entries `a` and off-diagonal entries `b`. -/
def dimer (a b : ℝ) : Matrix (Fin 2) (Fin 2) ℂ := !![(a : ℂ), (b : ℂ); (b : ℂ), (a : ℂ)]

/-- A symmetric dimer with overlap `s`, bonding density `p` normalised by `2(1 + s)p = 1` and
atomic input density `q` meets the algebraic conditions of the force theorem; for `Q' = 1` the
correction is `2U(p - q)`. -/
theorem harris_force_witness (a b U q s p : ℝ) (hp : 2 * (1 + s) * p = 1) :
    TraceSymmetric (onSite U) ∧
    dimer p p * dimer 1 s * dimer p p = dimer p p ∧
    fock (dimer a b) (onSite U) (dimer q 0) * dimer p p * dimer 1 s
      = dimer 1 s * dimer p p * fock (dimer a b) (onSite U) (dimer q 0) ∧
    trace (onSite U (dimer p p - dimer q 0) * (1 : Matrix (Fin 2) (Fin 2) ℂ))
      = 2 * (U : ℂ) * ((p : ℂ) - (q : ℂ)) := by
  have hp' : 2 * (1 + (s : ℂ)) * p = 1 := by exact_mod_cast hp
  refine ⟨?_, ?_, ?_, ?_⟩
  · intro A B
    simp only [trace_fin_two, Matrix.mul_apply, Fin.sum_univ_two]
    simp [onSite]
    ring
  · -- all four entries of P S P reduce to the same normalisation identity
    have e : ((p : ℂ) * 1 + p * s) * p + (p * s + p * 1) * p = p := by
      linear_combination (p : ℂ) * hp'
    simp only [dimer, Complex.ofReal_one, Matrix.mul_fin_two, e]
  · ext i j
    fin_cases i <;> fin_cases j <;>
      simp [fock, onSite, dimer, Matrix.mul_apply, Fin.sum_univ_two] <;> ring
  · rw [mul_one]
    simp [onSite, dimer, trace_fin_two]
    ring

end

end HarrisForce
```

```lean
#print axioms HarrisForce.scfEnergy_sub_harrisEnergy
#print axioms HarrisForce.harris_force_orthonormal
#print axioms HarrisForce.harris_force_selfConsistent
```

```
'HarrisForce.scfEnergy_sub_harrisEnergy' depends on axioms: [propext, Classical.choice, Quot.sound]
'HarrisForce.harris_force_orthonormal' depends on axioms: [propext, Classical.choice, Quot.sound]
'HarrisForce.harris_force_selfConsistent' depends on axioms: [propext, Classical.choice, Quot.sound]
```

## How the Lean proof is organised

`trace_fock_response` is the elimination of $P'$, as pure matrix algebra. Its `h1` and `h2` are the constraint traced against $F$ and against $FPS$. The facts `a`, `b` and `c` identify the terms of the first trace as $x$, $w$ and $x$; `d`, `e` and `f` do so for the second, with `k` supplying $FPSP = FP$. The closing `linear_combination h1 - 2 * h2` eliminates $x$.

In `harris_force`, the product rule gives a derivative for $PSP$. Because `hid` makes that function equal to $P$, uniqueness of the derivative yields the differentiated constraint `hd`. The lemma `hasDerivAt_linear` passes derivatives through $G$ and through the trace, and `hE` assembles the product rule for the energy. The last line combines the response identity `r` with two uses of trace symmetry and two of cyclicity.

`harris_force_orthonormal` applies this theorem to the constant overlap $1$, whose derivative is zero. `harris_force_selfConsistent` sets $Q = P$ at the point, so that $G(P-Q) = 0$. `scfEnergy_sub_harrisEnergy` expands both energies and uses trace symmetry once and cyclicity once.

`harris_force_witness` checks the dimer entry by entry: trace symmetry, $PSP = P$, stationarity, and the value $2U(p-q)$ of the correction for $Q' = 1$. It concerns matrices at one geometry. Holding $h$, $S$ and $P$ constant while $q$ grows at unit rate gives a path, again with a changing input electron number, on which all hypotheses of `harris_force` are met.
